# Laguerre coefficients and the mean-energy splitting of displaced Rabi doublets

To estimate the levels of a two-level system coupled ultrastrongly to a cavity mode, one can diagonalise the Hamiltonian within pairs of displaced oscillator states. The step that fixes each pair's splitting is an overlap between two displaced number states, and this overlap reduces to one coefficient of a power series.

## The Rabi Hamiltonian on power series

With $\hbar=1$, the Hamiltonian is
$$H=\omega\,\hat a^\dagger\hat a+g\,\sigma_x(\hat a+\hat a^\dagger)+\tfrac{\Delta}{2}\sigma_z ,$$
where $\omega$ is the mode frequency, $g$ the coupling and $\Delta$ the bare two-level splitting. For $\Delta=0$ each eigenvalue $\pm1$ of $\sigma_x$ gives a shifted oscillator, a "well". The $\Delta$ term connects the wells.

An oscillator state with real amplitudes is written as a power series $f=\sum_m f_mX^m$, with $\hat a^\dagger=X$, $\hat a=d/dX$ and $\langle f,h\rangle=\sum_m m!\,f_mh_m$. The normalised number state is $X^m/\sqrt{m!}$. `HasOverlap f h v` says that this sum converges to $v$. `laguerre` is the ordinary polynomial $L_n$, and `displaced β n` is the unnormalised state $\varphi_{\beta,n}=e^{\beta X}(X-\beta)^n$.

In Lean 4 with Mathlib:

```lean
import Mathlib

open PowerSeries
open scoped Nat

namespace RabiDisplacedOscillator

noncomputable section

/-- The Laguerre polynomial `L_n(x)` as an explicit sum. -/
def laguerre (n : ℕ) (x : ℝ) : ℝ :=
  ∑ k ∈ Finset.range (n + 1), (n.choose k : ℝ) * (-x) ^ k / (k ! : ℝ)

/-- The exponential series `exp(β X)`, an unnormalized coherent state. -/
def coherent (β : ℝ) : PowerSeries ℝ := PowerSeries.mk fun k => β ^ k / (k ! : ℝ)

/-- The unnormalized displaced number state `exp(β X) (X - β)^n`. -/
def displaced (β : ℝ) (n : ℕ) : PowerSeries ℝ := coherent β * (X - C β) ^ n

/-- The Bargmann inner product of two real oscillator states converges to `v`. -/
def HasOverlap (f h : PowerSeries ℝ) (v : ℝ) : Prop :=
  HasSum (fun m : ℕ => (m ! : ℝ) * coeff m f * coeff m h) v
```

A pair of series holds the two $\sigma_x$ components, so $\sigma_z$ swaps them. Put $a=g/\omega$ and $c^2=e^{-a^2}/(2\,n!)$, with $c>0$ (`amp`). The doublet states are $\Psi_s=c\,(\varphi_{-a,n},\,s\,\varphi_{a,n})$, with relative sign $s=\pm1$.

```lean
/-- The oscillator `ω a†a + g (a + a†)`, with `a† = X` and `a = d/dX`. -/
def well (ω g : ℝ) (f : PowerSeries ℝ) : PowerSeries ℝ :=
  C ω * (X * derivative ℝ f) + C g * (X * f + derivative ℝ f)

/-- The Rabi Hamiltonian `ω a†a + g σx (a + a†) + (Δ/2) σz`, acting on the two
components of a state in the eigenbasis of `σx`. -/
def rabi (ω g Δ : ℝ) (Φ : PowerSeries ℝ × PowerSeries ℝ) : PowerSeries ℝ × PowerSeries ℝ :=
  (well ω g Φ.1 + C (Δ / 2) * Φ.2, well ω (-g) Φ.2 + C (Δ / 2) * Φ.1)

/-- The inner product of two spin-oscillator states converges to `v`. -/
def HasSpinOverlap (Φ Ψ : PowerSeries ℝ × PowerSeries ℝ) (v : ℝ) : Prop :=
  HasSum (fun m : ℕ => (m ! : ℝ) *
    (coeff m Φ.1 * coeff m Ψ.1 + coeff m Φ.2 * coeff m Ψ.2)) v

/-- The normalization factor of the doublet states at displacement `a`. -/
def amp (a : ℝ) (n : ℕ) : ℝ := √(Real.exp (-a ^ 2) / (2 * (n ! : ℝ)))

/-- The combination, with relative sign `s`, of the `n`-th displaced number states
of the two wells, for `ω ≠ 0`. -/
def doublet (ω g s : ℝ) (n : ℕ) : PowerSeries ℝ × PowerSeries ℝ :=
  (C (amp (g / ω) n) * displaced (-(g / ω)) n,
    C (s * amp (g / ω) n) * displaced (g / ω) n)
```

The energies in (g) to (j) are those of $H$ restricted to one doublet. Reading them as actual energy levels requires that the $\Delta$ coupling between different $n$ be negligible.

## (a) Annihilation of a displaced state

Show that $\hat a\,\varphi_{\beta,n}=\beta\varphi_{\beta,n}+n\varphi_{\beta,n-1}$.

**Solution.** Since $(e^{\beta X})'=\beta e^{\beta X}$, the product rule gives
$$\beta e^{\beta X}(X-\beta)^n+n\,e^{\beta X}(X-\beta)^{n-1}.$$
At $n=0$ the last term vanishes. In the code, `h1` proves the exponential's derivative coefficient by coefficient, and the Leibniz rules do the rest.

```lean
/-- Annihilation maps an unnormalized displaced number state to `β` times itself plus `n` times the
next lower one. -/
theorem annihilate_displaced (β : ℝ) (n : ℕ) :
    derivative ℝ (displaced β n) =
      C β * displaced β n + C (n : ℝ) * displaced β (n - 1) := by
  have h1 : derivative ℝ (coherent β) = C β * coherent β := by
    ext k
    rw [coeff_derivative, coeff_C_mul, coherent, coeff_mk, coeff_mk, Nat.factorial_succ]
    push_cast
    rw [div_mul_eq_mul_div, mul_div_assoc', div_eq_div_iff (by positivity) (by positivity)]
    ring
  have h2 : derivative ℝ (X - C β : PowerSeries ℝ) = 1 := by simp
  unfold displaced
  rw [Derivation.leibniz, Derivation.leibniz_pow, h1, h2]
  simp only [smul_eq_mul, nsmul_eq_mul, mul_one, map_natCast]
  ring
```

## (b) The Laguerre coefficient

Show that $[X^n]\,e^{\alpha X}(X-\alpha)^n=L_n(\alpha^2)$, where $[X^n]$ extracts a coefficient and $\alpha$ is any real number.

**Solution.** The exponential supplies $\alpha^k/k!$ at order $k$, and the binomial supplies $\binom nk(-\alpha)^k$ at order $n-k$. Hence
$$\sum_{k=0}^n\binom nk\frac{\alpha^k(-\alpha)^k}{k!}=\sum_{k=0}^n\binom nk\frac{(-\alpha^2)^k}{k!}=L_n(\alpha^2).$$
Here `h` is the binomial coefficient, and `coeff_mul` forms the product sum.

```lean
/-- The coefficient of `X^n` in `exp(α X) (X - α)^n` is the Laguerre value `L_n(α²)`. -/
theorem coeff_displaced (α : ℝ) (n : ℕ) :
    coeff n (displaced α n) = laguerre n (α ^ 2) := by
  have h (j : ℕ) : coeff j ((X - C α : PowerSeries ℝ) ^ n) =
      (-α) ^ (n - j) * (n.choose j : ℝ) := by
    have e : (X - C α : PowerSeries ℝ) ^ n =
        (((Polynomial.X + Polynomial.C (-α)) ^ n : Polynomial ℝ) : PowerSeries ℝ) := by
      rw [Polynomial.coe_pow, Polynomial.coe_add, Polynomial.coe_X, Polynomial.coe_C,
        map_neg, sub_eq_add_neg]
    rw [e, Polynomial.coeff_coe, Polynomial.coeff_X_add_C_pow]
  rw [displaced, coeff_mul, Finset.Nat.sum_antidiagonal_eq_sum_range_succ
    (fun i j => coeff i (coherent α) * coeff j ((X - C α : PowerSeries ℝ) ^ n)), laguerre]
  refine Finset.sum_congr rfl fun k hk => ?_
  have hk' : k ≤ n := Nat.lt_succ_iff.mp (Finset.mem_range.mp hk)
  have hp : (-α ^ 2) ^ k = α ^ k * (-α) ^ k := by
    rw [← mul_pow]
    congr 1
    ring
  simp only [h, coherent, coeff_mk]
  rw [Nat.sub_sub_self hk', Nat.choose_symm hk', hp]
  ring
```

## (c) Combining convergent sums

Show that if $\sum_m F_m=v$ and $\sum_m G_m=w$, then $\sum_m(aF_m+bG_m)=av+bw$ for any real numbers $a,b$; here $a$ is not $g/\omega$.

**Solution.** Scale each sum, then add. Parts (e) and (g) use this to combine sums already known to converge.

```lean
/-- A linear combination of two convergent real sums converges to the same linear
combination of their values. -/
theorem hasSum_combination {F G : ℕ → ℝ} {v w : ℝ} (a b : ℝ)
    (hF : HasSum F v) (hG : HasSum G w) :
    HasSum (fun m => a * F m + b * G m) (a * v + b * w) :=
  (hF.mul_left a).add (hG.mul_left b)
```

## (d) Creation and annihilation as adjoints

Show that $\langle Xf,h\rangle=\langle f,h'\rangle$, each side converging exactly when the other does.

**Solution.** The series $Xf$ has no constant term, so shifting the index gives
$$\sum_{m\ge1}m!\,f_{m-1}h_m=\sum_{m\ge0}m!\,f_m\,(m+1)h_{m+1}.$$
`hasSum_nat_add_iff'` performs the shift.

```lean
/-- Creation and annihilation are adjoint for the Bargmann inner product. -/
theorem creation_adjoint (f h : PowerSeries ℝ) (v : ℝ) :
    HasOverlap (X * f) h v ↔ HasOverlap f (derivative ℝ h) v := by
  unfold HasOverlap
  refine (hasSum_nat_add_iff' 1).symm.trans ?_
  simp only [Finset.sum_range_one, coeff_zero_X_mul, mul_zero, zero_mul, sub_zero]
  refine Iff.of_eq (congrArg (fun F : ℕ → ℝ => HasSum F v) (funext fun m => ?_))
  rw [coeff_succ_X_mul, coeff_derivative, Nat.factorial_succ]
  push_cast
  ring
```

## (e) Overlap of two displaced states

Show that $\langle\varphi_{\beta,m},\varphi_{\gamma,n}\rangle=e^{\beta\gamma}\,m!\,[X^m]\varphi_{\gamma-\beta,n}$.

**Solution.** Write $\varphi_{\beta,m+1}=(X-\beta)\varphi_{\beta,m}$ and move $X$ across with (d) and (a):
$$\langle\varphi_{\beta,m+1},\varphi_{\gamma,n}\rangle=(\gamma-\beta)\langle\varphi_{\beta,m},\varphi_{\gamma,n}\rangle+n\langle\varphi_{\beta,m},\varphi_{\gamma,n-1}\rangle.$$
The right side of the claim obeys the same recursion: take $[X^m]$ of (a) at displacement $\gamma-\beta$ and multiply by $e^{\beta\gamma}m!$.

For $m=0$ the claim reads $e^{\beta\gamma}(\beta-\gamma)^n$. The recursion with the roles exchanged yields one factor $\beta-\gamma$ per step, starting from $\sum_j(\beta\gamma)^j/j!=e^{\beta\gamma}$. In the code, `step` is the recursion and serves both inductions.

For $m=n$, dividing by the norms gives the normalised overlap $e^{-(\gamma-\beta)^2/2}L_n((\gamma-\beta)^2)$.

```lean
/-- The overlap of the unnormalized states `displaced β m` and `displaced γ n` is `exp(βγ) m!` times
the coefficient of `X^m` in `displaced (γ - β) n`. -/
theorem displaced_overlap (β γ : ℝ) (m n : ℕ) :
    HasOverlap (displaced β m) (displaced γ n)
      (Real.exp (β * γ) * ((m ! : ℝ) * coeff m (displaced (γ - β) n))) := by
  have raise (b : ℝ) (k : ℕ) : displaced b (k + 1) = (X - C b) * displaced b k := by
    unfold displaced
    ring
  -- moving one creation operator to the other side
  have step (b c : ℝ) (k : ℕ) (f : PowerSeries ℝ) (v w : ℝ)
      (hv : HasOverlap f (displaced c k) v) (hw : HasOverlap f (displaced c (k - 1)) w) :
      HasOverlap ((X - C b) * f) (displaced c k) ((c - b) * v + k * w) := by
    have h1 : HasOverlap f (derivative ℝ (displaced c k)) (c * v + k * w) := by
      rw [annihilate_displaced]
      unfold HasOverlap at *
      convert hasSum_combination c (k : ℝ) hv hw using 1
      funext j
      simp only [map_add, coeff_C_mul]
      ring
    have h2 := (creation_adjoint _ _ _).mpr h1
    unfold HasOverlap at *
    convert hasSum_combination 1 (-b) h2 hv using 1
    · funext j
      simp only [sub_mul, map_sub, coeff_C_mul]
      ring
    · ring
  induction m generalizing n with
  | zero =>
    have hc : constantCoeff (coherent (γ - β)) = 1 := by
      rw [← coeff_zero_eq_constantCoeff_apply, coherent, coeff_mk]
      simp
    have h0 : coeff 0 (displaced (γ - β) n) = (β - γ) ^ n := by
      simp [displaced, hc]
    have hb : HasOverlap (displaced γ n) (displaced β 0)
        (Real.exp (β * γ) * (β - γ) ^ n) := by
      clear h0
      induction n with
      | zero =>
        have he : HasSum (fun j : ℕ => (β * γ) ^ j / (j ! : ℝ)) (Real.exp (β * γ)) := by
          rw [Real.exp_eq_exp_ℝ]
          exact NormedSpace.expSeries_div_hasSum_exp (β * γ)
        unfold HasOverlap
        rw [pow_zero, mul_one]
        convert he using 1
        funext j
        have hj : (j ! : ℝ) ≠ 0 := by positivity
        simp only [displaced, coherent, pow_zero, mul_one, coeff_mk]
        rw [mul_div_cancel₀ _ hj, mul_pow]
        ring
      | succ n ih =>
        rw [raise]
        convert step γ β 0 _ _ _ ih ih using 1
        push_cast
        ring
    rw [h0, Nat.factorial_zero, Nat.cast_one, one_mul]
    unfold HasOverlap at *
    convert hb using 1
    funext j
    ring
  | succ m ih =>
    have h := congrArg (coeff m) (annihilate_displaced (γ - β) n)
    rw [coeff_derivative, map_add, coeff_C_mul, coeff_C_mul] at h
    rw [raise]
    convert step β γ n _ _ _ (ih n) (ih (n - 1)) using 1
    rw [Nat.factorial_succ]
    push_cast
    linear_combination Real.exp (β * γ) * (m ! : ℝ) * h
```

## (f) Eigenstates of one well

For $\omega\ne0$ and $\beta=-g/\omega$, show that
$$\big[\omega\hat a^\dagger\hat a+g(\hat a+\hat a^\dagger)\big]\varphi_{\beta,n}=\big(n\omega-g^2/\omega\big)\varphi_{\beta,n}.$$

**Solution.** Insert $g=-\omega\beta$ and (a). The terms in $\beta X\varphi_{\beta,n}$ cancel, leaving
$$\omega n(X-\beta)\varphi_{\beta,n-1}-\omega\beta^2\varphi_{\beta,n}=(n\omega-\omega\beta^2)\varphi_{\beta,n},$$
and $\omega\beta^2=g^2/\omega$. The identity `key` handles the first term, including $n=0$.

```lean
/-- For `ω ≠ 0` the number states displaced by `-g/ω` are exact eigenstates of a single well, with
energy `nω - g²/ω`. -/
theorem well_eigenstate (ω g : ℝ) (hω : ω ≠ 0) (n : ℕ) :
    well ω g (displaced (-(g / ω)) n) =
      C ((n : ℝ) * ω - g ^ 2 / ω) * displaced (-(g / ω)) n := by
  obtain ⟨β, rfl⟩ : ∃ β, g = -(ω * β) :=
    ⟨-(g / ω), by rw [mul_neg, neg_neg]; field_simp⟩
  have hb : -(-(ω * β) / ω) = β := by
    rw [neg_div, neg_neg, mul_div_cancel_left₀ _ hω]
  have hE : (-(ω * β)) ^ 2 / ω = ω * β ^ 2 := by
    rw [div_eq_iff hω]
    ring
  have key : C (n : ℝ) * ((X - C β) * displaced β (n - 1)) = C (n : ℝ) * displaced β n := by
    cases n with
    | zero => simp
    | succ k =>
      rw [Nat.add_sub_cancel]
      unfold displaced
      ring
  rw [hb, hE, well, annihilate_displaced]
  simp only [map_sub, map_neg, map_mul, map_pow]
  linear_combination C ω * key
```

## (g) Matrix elements in the doublet

From here on $\alpha=2g/\omega$, the difference between the displacements $a$ and $-a$ of the two wells, not the displacement of either one. With $E=n\omega-g^2/\omega$ and real $s,t$, show that $\langle\Psi_s,\Psi_t\rangle=\frac{1+st}2$ and
$$\langle\Psi_s,H\Psi_t\rangle=\frac{1+st}2E+\frac{s+t}2\,\frac\Delta2\,e^{-\alpha^2/2}L_n(\alpha^2).$$

**Solution.** By (e) and (b), the overlap within a well is $e^{a^2}n!$, which $c^2$ turns into $\frac12$. Between wells it is $e^{-a^2}n!\,L_n(4a^2)$, which becomes $\frac12e^{-\alpha^2/2}L_n(\alpha^2)$. By (f),
$$H\Psi_t=c\big(E\varphi_{-a,n}+\tfrac{\Delta}{2}t\varphi_{a,n},\;tE\varphi_{a,n}+\tfrac\Delta2\varphi_{-a,n}\big),$$
and collecting the four overlaps gives the result. They are `h1` to `h4` in the code; `hc` and `hc'` are the two normalisations.

```lean
/-- Inner products and Rabi matrix elements between doublet combinations with relative
signs `s` and `t`, for `ω ≠ 0`. -/
theorem doublet_matrix (ω g Δ s t : ℝ) (hω : ω ≠ 0) (n : ℕ) :
    HasSpinOverlap (doublet ω g s n) (doublet ω g t n) ((1 + s * t) / 2) ∧
    HasSpinOverlap (doublet ω g s n) (rabi ω g Δ (doublet ω g t n))
      ((1 + s * t) / 2 * (n * ω - g ^ 2 / ω) + (s + t) / 2 *
        (Δ / 2 * (Real.exp (-(2 * g / ω) ^ 2 / 2) * laguerre n ((2 * g / ω) ^ 2)))) := by
  have e1 := well_eigenstate ω g hω n
  have e2 := well_eigenstate ω (-g) hω n
  rw [neg_div, neg_neg, neg_sq] at e2
  have lin (b c : ℝ) (f : PowerSeries ℝ) : well ω b (C c * f) = C c * well ω b f := by
    have hd : derivative ℝ (C c * f) = C c * derivative ℝ f := by
      ext k
      rw [coeff_derivative, coeff_C_mul, coeff_C_mul, coeff_derivative]
      ring
    rw [well, well, hd]
    ring
  rw [mul_div_assoc 2 g ω]
  unfold HasSpinOverlap
  simp only [rabi, doublet, lin, e1, e2]
  generalize (n : ℝ) * ω - g ^ 2 / ω = E
  generalize g / ω = a
  have ov (β γ : ℝ) : HasOverlap (displaced β n) (displaced γ n)
      (Real.exp (β * γ) * ((n ! : ℝ) * laguerre n ((γ - β) ^ 2))) := by
    rw [← coeff_displaced]
    exact displaced_overlap β γ n n
  have l0 : laguerre n 0 = 1 := by simp [laguerre, Finset.sum_range_succ']
  -- the four overlaps within and between the wells
  have h1 := ov (-a) (-a)
  have h2 := ov a a
  have h3 := ov (-a) a
  have h4 := ov a (-a)
  rw [show -a * -a = a ^ 2 by ring, show (-a - -a) ^ 2 = 0 by ring, l0, mul_one] at h1
  rw [show a * a = a ^ 2 by ring, show (a - a) ^ 2 = 0 by ring, l0, mul_one] at h2
  rw [show -a * a = -a ^ 2 by ring, show (a - -a) ^ 2 = (2 * a) ^ 2 by ring] at h3
  rw [show a * -a = -a ^ 2 by ring, show (-a - a) ^ 2 = (2 * a) ^ 2 by ring] at h4
  have hcc : amp a n * amp a n = Real.exp (-a ^ 2) / (2 * (n ! : ℝ)) :=
    Real.mul_self_sqrt (by positivity)
  have hc : amp a n * amp a n * (Real.exp (a ^ 2) * (n ! : ℝ)) = 1 / 2 := by
    have he : Real.exp (-a ^ 2) * Real.exp (a ^ 2) = 1 := by
      rw [← Real.exp_add, neg_add_cancel, Real.exp_zero]
    rw [hcc, div_mul_eq_mul_div, div_eq_iff (by positivity)]
    linear_combination (n ! : ℝ) * he
  have hc' : amp a n * amp a n * (Real.exp (-a ^ 2) * (n ! : ℝ)) =
      Real.exp (-(2 * a) ^ 2 / 2) / 2 := by
    have he : Real.exp (-a ^ 2) * Real.exp (-a ^ 2) = Real.exp (-(2 * a) ^ 2 / 2) := by
      rw [← Real.exp_add]
      congr 1
      ring
    rw [hcc, div_mul_eq_mul_div, div_eq_iff (by positivity)]
    linear_combination (n ! : ℝ) * he
  unfold HasOverlap at h1 h2 h3 h4
  generalize amp a n = c at *
  constructor
  · convert hasSum_combination (c * c) (s * t * (c * c)) h1 h2 using 1
    · funext m
      simp only [coeff_C_mul]
      ring
    · linear_combination (-(1 + s * t)) * hc
  · convert hasSum_combination 1 1
      (hasSum_combination (c * c * E) (c * c * (t * Δ / 2)) h1 h3)
      (hasSum_combination (s * t * (c * c) * E) (s * (c * c) * Δ / 2) h2 h4) using 1
    · funext m
      simp only [map_add, coeff_C_mul]
      ring
    · linear_combination (-(1 + s * t) * E) * hc -
        ((s + t) * Δ / 2 * laguerre n ((2 * a) ^ 2)) * hc'
```

## (h) The diagonal doublet

For $s^2=1$, show that $\Psi_s$ and $\Psi_{-s}$ are orthonormal, that $\langle\Psi_{-s},H\Psi_s\rangle=0$, and that
$$\langle\Psi_s,H\Psi_s\rangle=n\omega-\frac{g^2}\omega+s\,\frac\Delta2\,e^{-\alpha^2/2}L_n(\alpha^2).$$

**Solution.** In (g), the sign pair $(s,s)$ gives $\frac{1+s^2}2=1$ and $\frac{s+s}2=s$. The pair $(-s,s)$ makes both prefactors zero.

```lean
/-- For `ω ≠ 0` and `s = ±1` the doublet states are orthonormal, and the Rabi Hamiltonian
restricted to them is diagonal with energies
`nω - g²/ω + s (Δ/2) exp(-α²/2) L_n(α²)`, where `α = 2g/ω`. -/
theorem rabi_doublet (ω g Δ s : ℝ) (hω : ω ≠ 0) (hs : s ^ 2 = 1) (n : ℕ) :
    HasSpinOverlap (doublet ω g s n) (doublet ω g s n) 1 ∧
    HasSpinOverlap (doublet ω g (-s) n) (doublet ω g s n) 0 ∧
    HasSpinOverlap (doublet ω g s n) (rabi ω g Δ (doublet ω g s n))
      (n * ω - g ^ 2 / ω + s *
        (Δ / 2 * (Real.exp (-(2 * g / ω) ^ 2 / 2) * laguerre n ((2 * g / ω) ^ 2)))) ∧
    HasSpinOverlap (doublet ω g (-s) n) (rabi ω g Δ (doublet ω g s n)) 0 := by
  have h := doublet_matrix ω g Δ s s hω n
  have k := doublet_matrix ω g Δ (-s) s hω n
  refine ⟨?_, ?_, ?_, ?_⟩
  · convert h.1 using 1
    linear_combination (-1 / 2) * hs
  · convert k.1 using 1
    linear_combination (1 / 2) * hs
  · convert h.2 using 1
    linear_combination (-(n * ω - g ^ 2 / ω) / 2) * hs
  · convert k.2 using 1
    linear_combination ((n * ω - g ^ 2 / ω) / 2) * hs
```

## (i) The splitting

Let $E_\pm$ be the mean energies of $\Psi_{\pm1}$. Show that $E_+-E_-=\Delta\,e^{-\alpha^2/2}L_n(\alpha^2)$.

**Solution.** Subtract the two energies in (h). The code takes `Ep` and `Em` as any values to which the energy sums converge; `HasSum.unique` identifies them with those of (h).

**A numerical case.** Take $n=2$ and $g=\omega/2$, so $\alpha=1$. The coefficient of $X^2$ in $e^X(X-1)^2$ is $\frac12-2+1=-\frac12$, and the splitting is $-\frac12e^{-1/2}\Delta\approx-0.303\,\Delta$. For $\Delta>0$ the state with $s=-1$ lies higher.

```lean
/-- For `ω ≠ 0` the mean energy of the doublet state with `s = 1` minus that of the state with
`s = -1` is `Δ exp(-α²/2) L_n(α²)`, where `α = 2g/ω`. -/
theorem doublet_splitting (ω g Δ Ep Em : ℝ) (hω : ω ≠ 0) (n : ℕ)
    (hp : HasSpinOverlap (doublet ω g 1 n) (rabi ω g Δ (doublet ω g 1 n)) Ep)
    (hm : HasSpinOverlap (doublet ω g (-1) n) (rabi ω g Δ (doublet ω g (-1) n)) Em) :
    Ep - Em = Δ * Real.exp (-(2 * g / ω) ^ 2 / 2) * laguerre n ((2 * g / ω) ^ 2) := by
  have h1 := HasSum.unique hp (rabi_doublet ω g Δ 1 hω (by norm_num) n).2.2.1
  have h2 := HasSum.unique hm (rabi_doublet ω g Δ (-1) hω (by norm_num) n).2.2.1
  rw [h1, h2]
  ring
```

## (j) Closing of the $n=1$ doublet

Show that $E_+=E_-$ for $n=1$ and $g=\omega/2$, whatever the value of $\Delta$.

**Solution.** Here $\alpha=1$ and $L_1(x)=1-x$, so $L_1(1)=0$ and the splitting in (i) vanishes. This concerns the mean energies: the exact levels need not cross at this coupling, because $\Delta$ also couples different $n$.

```lean
/-- At coupling `g = ω/2`, with `ω ≠ 0`, the two states of the `n = 1` doublet have
equal mean energy. -/
theorem one_photon_doublet_closes (ω Δ Ep Em : ℝ) (hω : ω ≠ 0)
    (hp : HasSpinOverlap (doublet ω (ω / 2) 1 1) (rabi ω (ω / 2) Δ (doublet ω (ω / 2) 1 1)) Ep)
    (hm : HasSpinOverlap (doublet ω (ω / 2) (-1) 1)
      (rabi ω (ω / 2) Δ (doublet ω (ω / 2) (-1) 1)) Em) :
    Ep = Em := by
  have h := doublet_splitting ω (ω / 2) Δ Ep Em hω 1 hp hm
  have ha : 2 * (ω / 2) / ω = 1 := by
    rw [div_eq_iff hω]
    ring
  have hl : laguerre 1 (1 ^ 2) = 0 := by
    norm_num [laguerre, Finset.sum_range_succ]
  rw [ha, hl, mul_zero] at h
  linarith

end

end RabiDisplacedOscillator
```
```lean
#print axioms RabiDisplacedOscillator.doublet_splitting
-- 'RabiDisplacedOscillator.doublet_splitting' depends on axioms: [propext, Classical.choice, Quot.sound]
#print axioms RabiDisplacedOscillator.one_photon_doublet_closes
-- 'RabiDisplacedOscillator.one_photon_doublet_closes' depends on axioms: [propext, Classical.choice, Quot.sound]
```
